# Nonnegativity of $-M\cdot M^*$ for amplitudes transverse to a nonzero real null momentum

When the polarisations of an external photon are summed covariantly, the rate contains $-M\cdot M^*$, where $M$ is the amplitude with the polarisation vector stripped off. In the metric $(+,-,\dots,-)$ this expression includes the term $-|M^0|^2$. For an unrestricted $M$ it can therefore be negative, and a would-be probability loses its meaning. The condition $k\cdot M=0$, with $k$ the photon momentum, removes the danger.

## Removing the time component by a shift along $k$

Work in $1+d$ dimensions, with
$$a\cdot b=a^0b^0-\sum_{j=1}^{d}a^jb^j .$$
Let $k$ be real, nonzero and null, so that $k\cdot k=0$, and let $M$ be complex with $k\cdot M=0$. Then $-M\cdot M^*$ is real and nonnegative, and it is zero exactly when $M=ck$ for some complex $c$.

First, $k^0\neq0$. If $k^0$ were zero, the null condition would give $\sum_j(k^j)^2=0$, hence $k=0$.

Next, for any complex $c$,
$$(M+ck)\cdot(M+ck)^*=M\cdot M^*+c^*\,k\cdot M+c\,k\cdot M^*+|c|^2\,k\cdot k .$$
The last three terms vanish, because $k$ is real and so $k\cdot M^*=(k\cdot M)^*=0$. The shift $M\to M+ck$ leaves $-M\cdot M^*$ unchanged.

Choose $c=-M^0/k^0$. The shifted vector has no time component, and
$$-M\cdot M^*=\sum_{j=1}^{d}\left|M^j-\frac{M^0}{k^0}k^j\right|^2\ge0 .$$
If the sum is zero, every term is zero, so $M^j=(M^0/k^0)k^j$. The same relation holds trivially for the time component, and $M=(M^0/k^0)k$. Conversely, $M=ck$ gives $M^0/k^0=c$, and every term vanishes.

The conjugate is easily lost in this calculation. For $k=(1,0,0,1)$ and $M=(0,1,i,0)$, the unconjugated $-M\cdot M$ equals $1+i^2=0$, although $M$ is not a multiple of $k$.

## Vectors, product and conjugation in Lean

```lean
import Mathlib

open ComplexConjugate
open scoped ComplexOrder

namespace PhotonPolarisationPositivity

noncomputable section

variable {d : ℕ}
```

A vector is a function on `Fin (d + 1)`. Index `0` is time, and `i.succ` is the spatial index written $j$ above. All components are contravariant; the metric signs sit in the product.

```lean
/-- The Minkowski product `a·b` with metric `(+,-,...,-)`, extended bilinearly to complex
vectors; the index `0` is time. -/
def mdot (a b : Fin (d + 1) → ℂ) : ℂ :=
  a 0 * b 0 - ∑ i : Fin d, a i.succ * b i.succ
```

The product `mdot` is bilinear and contains no conjugation.

```lean
/-- A real momentum regarded as a complex vector. -/
def toComplex (k : Fin (d + 1) → ℝ) : Fin (d + 1) → ℂ := fun μ => (k μ : ℂ)
```

Momenta are real by type and are embedded in the complex vectors when a product is taken.

```lean
/-- The amplitude contracted with its conjugate through minus the metric, `-M·M*`. -/
def covariantSquare (M : Fin (d + 1) → ℂ) : ℂ := -mdot M (fun μ => conj (M μ))
```

Conjugation enters here, in the second argument.

## From nonzero energy to a sum of squares

```lean
/-- A nonzero real null momentum has nonzero energy. -/
theorem energy_ne_zero {k : Fin (d + 1) → ℝ} (hk0 : k ≠ 0)
    (hk : mdot (toComplex k) (toComplex k) = 0) : k 0 ≠ 0 := by
  intro h0
  apply hk0
  have hR : k 0 * k 0 - ∑ i : Fin d, k i.succ * k i.succ = 0 := by
    simp only [mdot, toComplex] at hk
    exact_mod_cast hk
  have hs : ∑ i : Fin d, k i.succ * k i.succ = 0 := by
    rw [h0] at hR
    linarith
  -- a vanishing sum of squares has vanishing terms
  rw [Finset.sum_eq_zero_iff_of_nonneg (fun i _ => mul_self_nonneg _)] at hs
  funext μ
  cases μ using Fin.cases with
  | zero => exact h0
  | succ i => exact mul_self_eq_zero.mp (hs i (Finset.mem_univ i))
```

The null condition is cast back to the reals, where a vanishing sum of squares forces each spatial component to vanish. The sign of the energy is left free.

```lean
/-- Adding a complex multiple of a real null momentum `k` to an amplitude transverse to `k` does not
change `-M·M*`. -/
theorem gauge_invariance {k : Fin (d + 1) → ℝ} {M : Fin (d + 1) → ℂ}
    (hk : mdot (toComplex k) (toComplex k) = 0) (hM : mdot (toComplex k) M = 0) (c : ℂ) :
    covariantSquare (M + c • toComplex k) = covariantSquare M := by
  simp only [mdot, toComplex] at hk hM
  -- the null condition, transversality and its complex conjugate as spatial sums
  have hB : ∑ i : Fin d, (k i.succ : ℂ) * (k i.succ : ℂ) = k 0 * k 0 := by
    linear_combination -hk
  have hA : ∑ i : Fin d, (k i.succ : ℂ) * M i.succ = k 0 * M 0 := by
    linear_combination -hM
  have hA' : ∑ i : Fin d, (k i.succ : ℂ) * conj (M i.succ) = k 0 * conj (M 0) := by
    have h := congrArg (starRingEnd ℂ) hA
    simpa only [map_sum, map_mul, Complex.conj_ofReal] using h
  have hterm : ∀ i : Fin d,
      (M i.succ + c * (k i.succ : ℂ)) * (conj (M i.succ) + conj c * (k i.succ : ℂ)) =
        M i.succ * conj (M i.succ) + conj c * ((k i.succ : ℂ) * M i.succ)
          + c * ((k i.succ : ℂ) * conj (M i.succ))
          + (c * conj c) * ((k i.succ : ℂ) * (k i.succ : ℂ)) := by
    intro i
    ring
  simp only [covariantSquare, mdot, toComplex, Pi.add_apply, Pi.smul_apply, smul_eq_mul,
    map_add, map_mul, Complex.conj_ofReal]
  rw [Finset.sum_congr rfl (fun i _ => hterm i)]
  simp only [Finset.sum_add_distrib, ← Finset.mul_sum, hA, hA', hB]
  ring
```

The facts `hB`, `hA` and `hA'` are the null condition, transversality and its conjugate, each solved for the spatial sum. `hterm` expands one spatial term; after summation and substitution, `ring` cancels the shift. The theorem's name refers to this shift of $M$. A gauge transformation in electrodynamics instead shifts the polarisation vector by a multiple of $k$, and the hypothesis `hM` is what leaves its product with $M$ unchanged.

```lean
/-- For an amplitude transverse to a nonzero real null momentum `k`, `-M·M*` is the sum of the
squared moduli of the spatial components left after the time component is removed by a shift along
`k`. -/
theorem covariantSquare_eq_sum {k : Fin (d + 1) → ℝ} {M : Fin (d + 1) → ℂ} (hk0 : k ≠ 0)
    (hk : mdot (toComplex k) (toComplex k) = 0) (hM : mdot (toComplex k) M = 0) :
    covariantSquare M =
      ((∑ i : Fin d, Complex.normSq (M i.succ - M 0 / k 0 * k i.succ) : ℝ) : ℂ) := by
  have h0 : (k 0 : ℂ) ≠ 0 := Complex.ofReal_ne_zero.mpr (energy_ne_zero hk0 hk)
  -- this shift along `k` removes the time component
  have htime : M 0 + -(M 0 / (k 0 : ℂ)) * (k 0 : ℂ) = 0 := by
    rw [neg_mul, div_mul_cancel₀ _ h0, add_neg_cancel]
  rw [← gauge_invariance hk hM (-(M 0 / (k 0 : ℂ)))]
  simp only [covariantSquare, mdot, toComplex, Pi.add_apply, Pi.smul_apply, smul_eq_mul]
  rw [htime, zero_mul, zero_sub, neg_neg, Complex.ofReal_sum]
  refine Finset.sum_congr rfl (fun i _ => ?_)
  have h : M i.succ - M 0 / (k 0 : ℂ) * (k i.succ : ℂ)
      = M i.succ + -(M 0 / (k 0 : ℂ)) * (k i.succ : ℂ) := by ring
  rw [h, ← Complex.mul_conj]
```

The proof applies `gauge_invariance` backwards with $c=-M^0/k^0$. `htime` records that the time component is gone, and the remaining products become squared moduli.

## Positivity and the case of equality

```lean
/-- For a nonzero real null momentum `k` and a complex amplitude with `k·M = 0`, the quantity
`-M·M*` is real and nonnegative, and it vanishes exactly when `M` is a complex multiple
of `k`. -/
theorem covariantSquare_nonneg_and_eq_zero_iff {k : Fin (d + 1) → ℝ} {M : Fin (d + 1) → ℂ}
    (hk0 : k ≠ 0) (hk : mdot (toComplex k) (toComplex k) = 0)
    (hM : mdot (toComplex k) M = 0) :
    0 ≤ covariantSquare M ∧
      (covariantSquare M = 0 ↔ ∃ c : ℂ, M = c • toComplex k) := by
  have h0 : (k 0 : ℂ) ≠ 0 := Complex.ofReal_ne_zero.mpr (energy_ne_zero hk0 hk)
  rw [covariantSquare_eq_sum hk0 hk hM]
  constructor
  · exact Complex.zero_le_real.mpr (Finset.sum_nonneg (fun i _ => Complex.normSq_nonneg _))
  · rw [Complex.ofReal_eq_zero,
      Finset.sum_eq_zero_iff_of_nonneg (fun i _ => Complex.normSq_nonneg _)]
    constructor
    · -- every spatial component is fixed by the ratio of the time components
      intro h
      refine ⟨M 0 / (k 0 : ℂ), ?_⟩
      funext μ
      cases μ using Fin.cases with
      | zero => exact (div_mul_cancel₀ _ h0).symm
      | succ i => exact sub_eq_zero.mp (Complex.normSq_eq_zero.mp (h i (Finset.mem_univ i)))
    · rintro ⟨c, rfl⟩ i _
      rw [Complex.normSq_eq_zero]
      change c * (k i.succ : ℂ) - c * (k 0 : ℂ) / (k 0 : ℂ) * (k i.succ : ℂ) = 0
      rw [mul_div_cancel_right₀ _ h0, sub_self]
```

The inequality uses the order on ℂ, in which `0 ≤ z` says that $z$ is real and nonnegative. Both parts are read off from the sum of squares, as in the derivation.

The hypothesis `hM` stands for the Ward identity, the expression of current conservation in the amplitude. It is assumed, as is the polarisation sum that leads to $-M\cdot M^*$. For a single external photon in quantum electrodynamics, with a given amplitude at fixed momentum, the theorem says that the covariant expression is nonnegative and that only an amplitude proportional to $k$ makes it zero.

## Collinear momenta, a timelike amplitude and circular polarisation

```lean
/-- Two real null momenta, the first nonzero, are Minkowski-orthogonal exactly when the second
is a real multiple of the first. -/
theorem null_orthogonal_iff_collinear {k q : Fin (d + 1) → ℝ} (hk0 : k ≠ 0)
    (hk : mdot (toComplex k) (toComplex k) = 0)
    (hq : mdot (toComplex q) (toComplex q) = 0) :
    mdot (toComplex k) (toComplex q) = 0 ↔ ∃ c : ℝ, q = c • k := by
  constructor
  · intro h
    have hz : covariantSquare (toComplex q) = 0 := by
      simp only [mdot, toComplex] at hq
      simp only [covariantSquare, mdot, toComplex, Complex.conj_ofReal, hq, neg_zero]
    obtain ⟨c, hc⟩ := (covariantSquare_nonneg_and_eq_zero_iff hk0 hk h).2.mp hz
    refine ⟨c.re, ?_⟩
    funext μ
    have h1 := congrArg Complex.re (congrFun hc μ)
    simpa [toComplex] using h1
  · rintro ⟨c, rfl⟩
    have h : mdot (toComplex k) (toComplex (c • k))
        = (c : ℂ) * mdot (toComplex k) (toComplex k) := by
      simp only [mdot, toComplex, Pi.smul_apply, smul_eq_mul, Complex.ofReal_mul, mul_sub,
        Finset.mul_sum]
      congr 1
      · ring
      · exact Finset.sum_congr rfl (fun i _ => by ring)
    rw [h, hk, mul_zero]
```

A real null $q$ has $-q\cdot q^*=-q\cdot q=0$, so orthogonality to $k$ puts it in the equality case. The real part of the complex coefficient supplies the real multiple. The converse is $k\cdot(ck)=c\,k\cdot k=0$.

```lean
/-- For every nonzero real null momentum `k` the purely timelike unit amplitude has `k·M ≠ 0` and
`-M·M* = -1`. -/
theorem timelike_amplitude_negative {k : Fin (d + 1) → ℝ} (hk0 : k ≠ 0)
    (hk : mdot (toComplex k) (toComplex k) = 0) :
    mdot (toComplex k) (Pi.single 0 1) ≠ 0 ∧
      covariantSquare (Pi.single 0 1 : Fin (d + 1) → ℂ) = -1 := by
  have h0 := energy_ne_zero hk0 hk
  constructor
  · simpa [mdot, toComplex, Pi.single_apply, Fin.succ_ne_zero] using h0
  · simp [covariantSquare, mdot, Fin.succ_ne_zero]
```

For $M=(1,0,\dots,0)$ one finds $k\cdot M=k^0\neq0$ and $-M\cdot M^*=-1$, the failure described at the start.

```lean
/-- In four dimensions the momentum `(1,0,0,1)` is nonzero and null, and the amplitude
`(0,1,i,0)` is transverse to it with `-M·M* = 2`. -/
theorem circular_amplitude_witness :
    (![1, 0, 0, 1] : Fin (3 + 1) → ℝ) ≠ 0 ∧
    mdot (toComplex (![1, 0, 0, 1] : Fin (3 + 1) → ℝ)) (toComplex ![1, 0, 0, 1]) = 0 ∧
    mdot (toComplex (![1, 0, 0, 1] : Fin (3 + 1) → ℝ)) ![0, 1, Complex.I, 0] = 0 ∧
    covariantSquare (![0, 1, Complex.I, 0] : Fin (3 + 1) → ℂ) = 2 := by
  refine ⟨?_, ?_, ?_, ?_⟩
  · intro h
    have h1 := congrFun h 0
    simp at h1
  · simp [mdot, toComplex, Fin.sum_univ_succ]
  · simp [mdot, toComplex, Fin.sum_univ_succ]
  · simp [covariantSquare, mdot, Fin.sum_univ_succ]
    norm_num

end

end PhotonPolarisationPositivity
```

The amplitude is called circular because its components are $\sqrt2$ times those of a unit circular polarisation vector, which accounts for the value $2$. Amplitudes themselves are not required to have unit length.

```lean
#print axioms PhotonPolarisationPositivity.covariantSquare_nonneg_and_eq_zero_iff
#print axioms PhotonPolarisationPositivity.null_orthogonal_iff_collinear
#print axioms PhotonPolarisationPositivity.timelike_amplitude_negative
```

```
'PhotonPolarisationPositivity.covariantSquare_nonneg_and_eq_zero_iff' depends on axioms: [propext, Classical.choice, Quot.sound]
'PhotonPolarisationPositivity.null_orthogonal_iff_collinear' depends on axioms: [propext, Classical.choice, Quot.sound]
'PhotonPolarisationPositivity.timelike_amplitude_negative' depends on axioms: [propext, Classical.choice, Quot.sound]
```
